# Vacuum moments of the oscillator field a + a† cut to N levels: exact below order 2N, low by N! at order 2N

A first-order estimate of the anharmonic shift of the ground level uses vacuum expectation values of powers of the coordinate. One way to compute them is to cut the oscillator to its lowest $N$ levels, store the coordinate as an $N\times N$ matrix, and form its powers by matrix multiplication. The question is how large $N$ must be.

Let $a$ and $a^\dagger$ be the lowering and raising operators of one harmonic mode, $|k\rangle$ its levels with $k=0,1,2,\dots$, and $X$ the matrix of $a+a^\dagger$ in levels $0,\dots,N-1$. For $N\ge1$,

$$(X^{2n})_{00}=(2n-1)!!\quad(n<N),\qquad (X^{2N})_{00}=(2N-1)!!-N!,$$

and $(X^{2n})_{00}<(2n-1)!!$ for every $n\ge N$. When powers are formed by multiplying the truncated matrix, the harmonic vacuum expectation value of a single-mode term of degree $2n$ is therefore exact with $n+1$ levels and wrong with fewer: three are needed for a quartic term, four for a sextic one. The physical coordinate is $x=\sqrt{\hbar/2M\omega}\,(a+a^\dagger)$, with mass $M$ and frequency $\omega$, so its moment of order $2n$ carries the factor $(\hbar/2M\omega)^n$.

## The cutoff acts before every multiplication

Each factor of $X$ discards whatever would leave the retained levels. If the full operator were raised to its power first and cut afterwards, the vacuum entry would show no error at all.

```lean
import Mathlib

open scoped Nat

namespace TruncatedWick

noncomputable section
```

`field N` is $X$; the name means a quantum field, not a number field. Its index type `Fin N` counts from 0, so $N$ is the number of levels and the highest occupation is $N-1$.

```lean
/-- The field `a + a†` in the lowest `N` oscillator levels: entries `√(k+1)` at `(k, k+1)` and
`(k+1, k)`, zero elsewhere. -/
def field (N : ℕ) : Matrix (Fin N) (Fin N) ℝ := fun i j =>
  (if (j : ℕ) = (i : ℕ) + 1 then √(((i : ℕ) : ℝ) + 1) else 0) +
    (if (i : ℕ) = (j : ℕ) + 1 then √(((j : ℕ) : ℝ) + 1) else 0)
```

`column N m k` is the component $c(m,k)=\langle k|X^m|0\rangle$, set to zero on the missing levels $k\ge N$.

```lean
/-- The component on level `k` of the vacuum after `m` applications of the truncated field;
it is zero for the missing levels `k ≥ N`. -/
def column (N m k : ℕ) : ℝ :=
  if h : k < N then (field N ^ m) ⟨k, h⟩ ⟨0, Nat.zero_lt_of_lt h⟩ else 0
```

`amp N m k` is $A(m,k)=\sqrt{k!}\,c(m,k)$, the overlap with the unnormalised vector $(a^\dagger)^k|0\rangle$. Dividing by $\sqrt{k!}$ returns the normalised component; at $k=0$ the two agree.

```lean
/-- The same component multiplied by `√k!`, the norm of `(a†)^k` acting on the vacuum. -/
def amp (N m k : ℕ) : ℝ := √(k ! : ℝ) * column N m k
```

## With no ceiling, the ladder rule gives Wick's recursion

Without a cutoff, put $w(m,k)=\sqrt{k!}\,\langle k|(a+a^\dagger)^m|0\rangle$. One more field reaches level $k$ from below with factor $\sqrt k$ and from above with factor $\sqrt{k+1}$. At $k=0$ there is no level below, and the term with $k-1$ is read as zero. Since $\sqrt{k!}\sqrt k=k\sqrt{(k-1)!}$ for $k\ge1$ and $\sqrt{k!}\sqrt{k+1}=\sqrt{(k+1)!}$,

$$w(m+1,k)=k\,w(m,k-1)+w(m,k+1),\qquad w(0,k)=\delta_{k0}.$$

In Lean this rule is the definition of `wick`, a table of natural numbers. Its identification with operators on the infinite oscillator space is the short calculation just given, which is done by hand and not in Lean. The entries of `field` are likewise the standard matrix elements of $a+a^\dagger$, written in as a definition.

```lean
/-- The untruncated amplitudes of `m` fields and `k` creation operators, built by the ladder rule:
a field either removes one of the `k` quanta or adds one. -/
def wick : ℕ → ℕ → ℕ
  | 0, k => if k = 0 then 1 else 0
  | m + 1, k => k * wick m (k - 1) + wick m (k + 1)
```

Contracting one creation operator with each of the $m+1$ fields suggests $w(m+1,k+1)=(m+1)\,w(m,k)$. To prove it, use induction on $m$. For $m=0$ both sides are $\delta_{k0}$. For the next order,

$$w(m+2,k+1)=(k+1)\,w(m+1,k)+w(m+1,k+2).$$

The induction hypothesis turns the last term into $(m+1)w(m,k+1)$, and $k\,w(m+1,k)$ into $(m+1)k\,w(m,k-1)$, which also holds at $k=0$. By the ladder rule these two add up to $(m+1)w(m+1,k)$; with the remaining $w(m+1,k)$ the total is $(m+2)w(m+1,k)$.

In the proof, `h` is the relation for $k\,w(m+1,k)$, `e'` is the multiplied ladder rule, and `nlinarith` combines them. This is Wick's theorem only at the level of vacuum numbers for one mode; no operator identity for normal ordering is stated.

```lean
/-- Wick's recursion: one creation operator is contracted with each of the `m + 1` fields
in turn. -/
theorem wick_recursion (m k : ℕ) : wick (m + 1) (k + 1) = (m + 1) * wick m k := by
  induction m generalizing k with
  | zero => rcases k with _ | k <;> simp [wick]
  | succ m ih =>
    have e : wick (m + 1 + 1) (k + 1)
        = (k + 1) * wick (m + 1) k + wick (m + 1) (k + 1 + 1) := rfl
    -- the contraction rule one order lower, also valid for k = 0
    have h : k * wick (m + 1) k = (m + 1) * (k * wick m (k - 1)) := by
      rcases k with _ | k
      · simp
      · rw [ih k, Nat.add_sub_cancel]
        ring
    have e' : (m + 1) * wick (m + 1) k
        = (m + 1) * (k * wick m (k - 1) + wick m (k + 1)) := rfl
    rw [e, ih (k + 1)]
    nlinarith [h, e']
```

At $k=0$ the ladder rule leaves $w(2n+2,0)=w(2n+1,1)=(2n+1)\,w(2n,0)$, and hence $w(2n,0)=(2n-1)!!$. The value at $n=0$ is 1, the usual convention for $(-1)!!$.

```lean
/-- The untruncated vacuum moment of `2n` fields is `(2n-1)!!`, with value `1` for `n = 0`. -/
theorem wick_vacuum (n : ℕ) : wick (2 * n) 0 = (2 * n - 1)‼ := by
  induction n with
  | zero => simp [wick]
  | succ n ih =>
    have e : wick (2 * n + 1 + 1) 0 = wick (2 * n + 1) (0 + 1) := by
      rw [wick, Nat.zero_mul, Nat.zero_add]
    rw [show 2 * (n + 1) = 2 * n + 1 + 1 by ring, e, wick_recursion, ih,
      Nat.add_sub_cancel, Nat.doubleFactorial_add_one]
```

Repeating the contraction $k$ times gives

$$w(m,k)=m(m-1)\cdots(m-k+1)\,w(m-k,0)\quad(k\le m),\qquad w(m,k)=0\quad(m<k).$$

In particular $w(N,N)=N!$. Lean writes the product as `m.descFactorial k`, which vanishes for $m<k$.

```lean
/-- Contracting all `k` creation operators gives `m(m-1)⋯(m-k+1)` times the vacuum moment of the
remaining fields; the product vanishes for `m < k`. -/
theorem wick_contract_all (m k : ℕ) :
    wick m k = m.descFactorial k * wick (m - k) 0 := by
  induction k generalizing m with
  | zero => simp
  | succ k ih =>
    rcases m with _ | m
    · simp [wick]
    · rw [wick_recursion, ih m, Nat.succ_descFactorial_succ, Nat.add_sub_add_right, mul_assoc]
```

## $k<N$: the level being updated is retained

The truncated field couples a retained level to the same neighbours as the full one does, except that the level above the top is empty. So $A$ obeys the ladder rule of $w$ for $k<N$, with boundary value $A(m,N)=0$.

The hypothesis `hk : k < N` lets `column_succ` open the matrix product as a sum over levels (`key`). The steps `up` and `down` then pick out the two neighbours, including the cases where one is missing.

```lean
/-- On a retained level `k < N`, one more field gives `√k` times the component on level `k - 1` plus
`√(k+1)` times the component on level `k + 1`; the first term vanishes for `k = 0`. -/
theorem column_succ {N k : ℕ} (m : ℕ) (hk : k < N) :
    column N (m + 1) k
      = √(k : ℝ) * column N m (k - 1) + √((k : ℝ) + 1) * column N m (k + 1) := by
  have key : column N (m + 1) k = ∑ j ∈ Finset.range N,
      ((if j = k + 1 then √((k : ℝ) + 1) else 0) +
        (if k = j + 1 then √((j : ℝ) + 1) else 0)) * column N m j := by
    rw [Finset.sum_range, column, dif_pos hk, pow_succ', Matrix.mul_apply]
    refine Finset.sum_congr rfl fun j _ => ?_
    rw [column, dif_pos j.isLt]
    rfl
  -- the upper neighbour, absent when k + 1 = N
  have up : (∑ j ∈ Finset.range N, if j = k + 1 then √((k : ℝ) + 1) * column N m j else 0)
      = √((k : ℝ) + 1) * column N m (k + 1) := by
    rw [Finset.sum_ite_eq']
    split_ifs with h
    · rfl
    · rw [column, dif_neg (fun h' => h (Finset.mem_range.2 h')), mul_zero]
  -- the lower neighbour, absent when k = 0
  have down : (∑ j ∈ Finset.range N, if k = j + 1 then √((j : ℝ) + 1) * column N m j else 0)
      = √(k : ℝ) * column N m (k - 1) := by
    rcases k with _ | k
    · rw [Finset.sum_eq_zero (fun j _ => if_neg (by omega))]
      simp
    · rw [Finset.sum_eq_single k]
      · simp
      · intro j _ hj
        exact if_neg (by omega)
      · intro h
        exact absurd (Finset.mem_range.2 (by omega)) h
  rw [key]
  simp only [add_mul, Finset.sum_add_distrib, ite_mul, zero_mul]
  rw [up, down, add_comm]
```

Multiplication by $\sqrt{k!}$ removes the square roots, as it did for $w$. Here `fs` splits $\sqrt{(q+1)!}$ and `linear_combination` finishes the algebra.

At $k=N$ the rule fails: for $m=N-1$ the left side is zero, while the right side is $N\cdot A(N-1,N-1)=N\cdot(N-1)!=N!$. This is the amplitude that the cutoff throws away.

```lean
/-- On the retained levels `k < N` the truncated amplitudes obey the ladder rule of the
untruncated ones. -/
theorem amp_succ {N k : ℕ} (m : ℕ) (hk : k < N) :
    amp N (m + 1) k = k * amp N m (k - 1) + amp N m (k + 1) := by
  have fs : ∀ q : ℕ, √((q + 1)! : ℝ) = √((q : ℝ) + 1) * √(q ! : ℝ) := by
    intro q
    rw [Nat.factorial_succ]
    push_cast
    exact Real.sqrt_mul (by positivity) _
  unfold amp
  rw [column_succ m hk]
  rcases k with _ | k
  · simp
  · have s := Real.mul_self_sqrt (show (0 : ℝ) ≤ (k : ℝ) + 1 by positivity)
    simp only [Nat.add_sub_cancel]
    rw [fs (k + 1), fs k]
    push_cast
    linear_combination √(k ! : ℝ) * column N m k * s
```

## $m+k<2N$: too few fields to visit the missing level and return

Starting from the vacuum, it takes $N$ steps to reach level $N$ and $N-k$ more to come down to level $k\le N$. If $m<2N-k$, no such excursion fits, and $A(m,k)=w(m,k)$.

The induction on $m$ follows this count. Initially both amplitudes are $\delta_{k0}$. On the boundary $k=N$ the condition says $m<N$, so $w(m,N)=0$, in agreement with $A(m,N)=0$. On a level $k<N$, the ladder rule for $m+1$ fields calls on $(m,k-1)$ and $(m,k+1)$, whose index sums do not exceed $m+1+k$, so both are already exact.

In `amp_exact` the split `hk.eq_or_lt` separates boundary from interior, and `omega` checks the index sums. Relaxing the condition to $m+k\le2N$ makes the claim false, by the amount found next.

```lean
/-- For `k ≤ N` and `m + k < 2N` truncation leaves the amplitude unchanged. -/
theorem amp_exact {N : ℕ} (hN : 0 < N) (m k : ℕ) (hk : k ≤ N) (h : m + k < 2 * N) :
    amp N m k = wick m k := by
  induction m generalizing k with
  | zero =>
    rcases k with _ | k
    · simp [amp, column, hN, wick]
    · simp [amp, column, wick]
  | succ m ih =>
    rcases hk.eq_or_lt with e | hk'
    · rw [wick_contract_all, Nat.descFactorial_of_lt (by omega)]
      simp [amp, column, e]
    · rw [amp_succ m hk', ih (k - 1) (by omega) (by omega), ih (k + 1) (by omega) (by omega)]
      simp only [wick, Nat.cast_add, Nat.cast_mul]
```

## $m+k=2N$: the first excursion is lost

Now exactly one excursion fits: straight up to level $N$, then straight down. At the boundary $m=k=N$, where $w(N,N)=N!$ and $A(N,N)=0$, the deficit is $N!$. For $k<N$, the ladder rule takes a lower neighbour with index sum $2N-2$, which is exact, and an upper neighbour with index sum $2N$, which is low by $N!$. The upper neighbour enters with coefficient one, so the deficit passes unchanged down to $k=0$. In a normalised component it reads $N!/\sqrt{k!}$.

`amp_onset` has the same two cases: the boundary value comes from `wick_contract_all`, and the interior uses `amp_exact` below and the induction hypothesis above.

The condition $k\le N$ matters here. At $k=N+1$, $m=N-1$ both amplitudes vanish, and a deficit of $N!$ would be wrong.

```lean
/-- For `k ≤ N` and `m + k = 2N` truncation lowers the amplitude by exactly `N!`. -/
theorem amp_onset {N : ℕ} (hN : 0 < N) (m k : ℕ) (hk : k ≤ N) (h : m + k = 2 * N) :
    amp N m k = wick m k - (N ! : ℝ) := by
  induction m generalizing k with
  | zero => omega
  | succ m ih =>
    rcases hk.eq_or_lt with e | hk'
    · -- the first missing level carries the amplitude N!
      have hm : m + 1 = N := by omega
      rw [e, hm, wick_contract_all, Nat.descFactorial_self, Nat.sub_self]
      simp [amp, column, wick]
    · rw [amp_succ m hk', amp_exact hN m (k - 1) (by omega) (by omega),
        ih (k + 1) (by omega) (by omega)]
      simp only [wick, Nat.cast_add, Nat.cast_mul]
      ring
```

## Even $m+k\ge2N$: the loss never heals

All ladder coefficients are non-negative, so discarding contributions can never raise an amplitude: $A(m,k)\le w(m,k)$ for $k\le N$. If $m+k$ is even and at least $2N$, the inequality is strict. At $k=N$ the truncated value is zero, while $w(m,N)$ is a positive product times the positive moment $w(m-N,0)$. For $k<N$ the lower neighbour contributes no gain, and the upper one, again with coefficient one, contributes a strict loss.

`amp_below` carries both inequalities through one induction, and `linarith` adds the neighbours. Evenness is parity conservation: each field changes the occupation by one, so for odd $m+k$ both amplitudes are zero and no strict inequality is possible.

```lean
/-- For `k ≤ N` truncation never raises an amplitude, and it strictly lowers it when `m + k` is
even and at least `2N`. -/
theorem amp_below {N : ℕ} (hN : 0 < N) (m k : ℕ) (hk : k ≤ N) :
    amp N m k ≤ wick m k ∧ (2 * N ≤ m + k → Even (m + k) → amp N m k < wick m k) := by
  induction m generalizing k with
  | zero =>
    exact ⟨(amp_exact hN 0 k hk (by omega)).le, fun h _ => absurd h (by omega)⟩
  | succ m ih =>
    rcases hk.eq_or_lt with e | hk'
    · have z : amp N (m + 1) k = 0 := by simp [amp, column, e]
      rw [z]
      refine ⟨Nat.cast_nonneg _, fun h hev => ?_⟩
      obtain ⟨r, hr⟩ := hev
      have hd : 0 < (m + 1).descFactorial k := Nat.pos_of_ne_zero fun h0 => by
        have := Nat.descFactorial_eq_zero_iff_lt.1 h0
        omega
      rw [wick_contract_all, show m + 1 - k = 2 * (r - k) by omega, wick_vacuum]
      exact_mod_cast Nat.mul_pos hd (Nat.doubleFactorial_pos _)
    · obtain ⟨a, -⟩ := ih (k - 1) (by omega)
      obtain ⟨b, b'⟩ := ih (k + 1) (by omega)
      have c := mul_le_mul_of_nonneg_left a (Nat.cast_nonneg (α := ℝ) k)
      rw [amp_succ m hk']
      simp only [wick, Nat.cast_add, Nat.cast_mul]
      refine ⟨by linarith, fun h hev => ?_⟩
      have := b' (by omega) (by rwa [show m + (k + 1) = m + 1 + k by omega])
      linarith
```

## $N\ge1$: there is a vacuum to start from

The hypothesis `hN : 0 < N` says that level 0 is retained. By hand it supplies the starting vector. In Lean it builds the index `⟨0, hN⟩`, without which the entry $(X^{2n})_{00}$ cannot be written for $N=0$. It also settles the start of the inductions, where $m=0$ and $k\le N<2N$.

Setting $k=0$ turns the conditions on $m+k$ into conditions on the order $2n$. The first theorem joins the exact range $n<N$ to the value at $n=N$. Its range cannot include $n=N$, since $N!>0$.

```lean
/-- With `N ≥ 1` levels the vacuum moments of order `2n` equal `(2n-1)!!` for all `n < N`, and the
moment of order `2N` equals `(2N-1)!! - N!`. -/
theorem truncated_moments {N : ℕ} (hN : 0 < N) :
    (∀ n < N, (field N ^ (2 * n)) ⟨0, hN⟩ ⟨0, hN⟩ = ((2 * n - 1)‼ : ℝ)) ∧
      (field N ^ (2 * N)) ⟨0, hN⟩ ⟨0, hN⟩ = ((2 * N - 1)‼ : ℝ) - (N ! : ℝ) := by
  have b : ∀ m, amp N m 0 = (field N ^ m) ⟨0, hN⟩ ⟨0, hN⟩ := fun m => by
    simp [amp, column, hN]
  constructor
  · intro n hn
    rw [← b, amp_exact hN (2 * n) 0 (by omega) (by omega), wick_vacuum]
  · rw [← b, amp_onset hN (2 * N) 0 (by omega) (by omega), wick_vacuum]
```

The second theorem assumes $N\le n$. For any smaller $n$ the two sides are equal, so the strict inequality fails.

```lean
/-- With `N ≥ 1` levels every vacuum moment of order `2n` with `n ≥ N` lies strictly below
`(2n-1)!!`. -/
theorem truncated_moment_lt {N n : ℕ} (hN : 0 < N) (hn : N ≤ n) :
    (field N ^ (2 * n)) ⟨0, hN⟩ ⟨0, hN⟩ < ((2 * n - 1)‼ : ℝ) := by
  have b : amp N (2 * n) 0 = (field N ^ (2 * n)) ⟨0, hN⟩ ⟨0, hN⟩ := by
    simp [amp, column, hN]
  rw [← b, ← wick_vacuum]
  exact (amp_below hN (2 * n) 0 (by omega)).2 (by omega) ⟨n, by omega⟩

end

end TruncatedWick
```

```lean
#print axioms TruncatedWick.truncated_moments
#print axioms TruncatedWick.truncated_moment_lt
```

```
'TruncatedWick.truncated_moments' depends on axioms: [propext, Classical.choice, Quot.sound]
'TruncatedWick.truncated_moment_lt' depends on axioms: [propext, Classical.choice, Quot.sound]
```

## One level and three levels

For $N=1$ the matrix is the single number 0. The moment of order 0 is 1, and the moment of order 2 is $0=1!!-1!$. Squaring the one-level matrix loses the whole zero-point fluctuation of the coordinate.

For $N=3$,

$$X=\begin{pmatrix}0&1&0\\1&0&\sqrt2\\0&\sqrt2&0\end{pmatrix},$$

and repeated action on the vacuum column gives

$$X|0\rangle=(0,1,0),\quad X^2|0\rangle=(1,0,\sqrt2),\quad X^3|0\rangle=(0,3,0),\quad X^4|0\rangle=(3,0,3\sqrt2).$$

Because $X$ is symmetric, $(X^{2n})_{00}$ is the squared length of $X^n|0\rangle$. The moments of order 2, 4, 6 and 8 are therefore 1, 3, 9 and 27, against the untruncated 1, 3, 15 and 105. The first error is $15-9=6=3!$, at order $2N=6$.
